# The Slater numerator at a site from two-index potential integrals, for a Hermitian coefficient matrix

## From basis coefficients to a potential at one grid point

To evaluate the Slater potential at a grid point, a basis-set program can compute the electrostatic potential of each product of two basis functions at that point, and contract these numbers with one row of a matrix product. The density matrix between that point and all the others is then never formed. The identity behind this step is proved here for finitely many sites and a Hermitian coefficient matrix.

Let \(i,j\) label the sites and \(m,n,l\) the basis functions. The number \(X_{im}\) is the value of basis function \(m\) at site \(i\), and \(P\) is the matrix of density coefficients. For one spin channel, the one-particle density matrix on the sites is

\[
G = XPX^\dagger .
\]

Let \(w_{ij}\) be a real interaction between sites \(i\) and \(j\). The Slater potential at site \(i\) is the potential produced there by the exchange hole,

\[
v_i = -\frac{N_i}{G_{ii}},\qquad N_i=\sum_j w_{ij}\,G_{ij}G_{ji},
\]

wherever the density \(G_{ii}\) is non-zero. The results concern the numerator \(N_i\); the sign and the division by the density are left to the user.

## The identity and its Lean objects

Define the potential at site \(i\) of the product of basis functions \(m\) and \(n\),

\[
A^i_{mn}=\sum_j w_{ij}\,\overline{X_{jm}}\,X_{jn}.
\]

The main theorem, `slaterNumerator_eq_integrals`, says that for Hermitian \(P\)

\[
N_i=\sum_{m,n}(XP)_{im}\,A^i_{mn}\,\overline{(XP)_{in}} .
\]

The finite types `ι` and `κ` index sites and basis functions. The scalar field `𝕜` satisfies `RCLike`, so real and complex basis values are treated together, and `star` is complex conjugation. The definitions `densityMatrix`, `potentialIntegral` and `slaterNumerator` are \(G\), \(A^i_{mn}\) and \(N_i\). The hypothesis `P.IsHermitian` expresses that \(G\) comes from a Hermitian one-particle density operator, as it does for any quantum state. Nothing is assumed about orthonormality of the basis, idempotency of \(P\) or the number of electrons.

The interaction `w : ι → ι → ℝ` is an arbitrary real function of two sites, and need not be symmetric. For a Coulomb interaction its value at \(i=j\) has to be a finite number, chosen by whoever sets up the model. If the sites are quadrature points, \(w_{ij}\) also contains the quadrature weight of point \(j\). Integrals over continuous space, and the error made by replacing them with sums, are not treated.

For real \(X\) and \(P\) there is a second version, `real_sum_sq_eq_integrals`:

\[
\sum_j w_{ij}\,G_{ij}^2=\sum_{m,n}(XP)_{im}\,A^i_{mn}\,(XP)_{in}.
\]

It holds for every real \(P\), symmetric or not.

## Expanding one index of the density matrix

Only the second site index of \(G\) needs to be expanded in the basis:

\[
G_{ij}=\sum_m (XP)_{im}\,\overline{X_{jm}} .
\]

Since \(P^\dagger=P\), we have \(G^\dagger=(XPX^\dagger)^\dagger=XP^\dagger X^\dagger=G\), that is, \(G_{ji}=\overline{G_{ij}}\). The exchange product is therefore a squared modulus, and

\[
N_i=\sum_j w_{ij}\,G_{ij}\overline{G_{ij}} .
\]

Fix \(i\) and write \(c_m=(XP)_{im}\). Inserting the expansion twice, with separate summation indices, gives

\[
N_i=\sum_j w_{ij}\Big(\sum_m c_m\overline{X_{jm}}\Big)\Big(\sum_n \overline{c_n}\,X_{jn}\Big)
=\sum_{m,n}c_m\Big(\sum_j w_{ij}\overline{X_{jm}}X_{jn}\Big)\overline{c_n}.
\]

The inner bracket is \(A^i_{mn}\), which completes the derivation.

In the real version the left side already contains \(G_{ij}^2\). The expansion of \(G_{ij}\) is inserted in both factors and the sums are reordered in the same way. The relation between \(G_{ij}\) and \(G_{ji}\) is never used, which is why the symmetry of \(P\) plays no part.

The integrals are themselves Hermitian in the basis indices. Because \(w_{ij}\) is real,

\[
\overline{A^i_{mn}}=\sum_j w_{ij}X_{jm}\overline{X_{jn}}=A^i_{nm},
\]

so at each site only the pairs with \(m\le n\), in some ordering of the basis, have to be computed.

## The same integrals in the exchange matrix

The matrix elements of the exchange kernel \(w_{ij}G_{ij}\) between basis functions, without the conventional minus sign, are

\[
K_{mn}=\sum_{i,j}\overline{X_{im}}\,w_{ij}G_{ij}\,X_{jn}.
\]

Expanding \(G_{ij}\) as before and carrying out the sum over \(j\) first gives

\[
K_{mn}=\sum_i\overline{X_{im}}\sum_l (XP)_{il}\sum_j w_{ij}\overline{X_{jl}}X_{jn}
=\sum_i\overline{X_{im}}\sum_l (XP)_{il}\,A^i_{ln}.
\]

In this finite-site model, this is the algebraic pattern of seminumerical exchange, where one electron coordinate is summed over a grid and the other enters through potential integrals.

The numerators also fix a trace. Expanding only the second factor of the exchange product, \(G_{ji}=\sum_{m,n}X_{jn}P_{nm}\overline{X_{im}}\), we find

\[
\sum_i N_i=\sum_{m,n}P_{nm}\sum_{i,j}\overline{X_{im}}\,w_{ij}G_{ij}\,X_{jn}
=\sum_{m,n}P_{nm}K_{mn}.
\]

For a single Slater determinant, with \(w_{ij}\) the electron–electron repulsion, multiplying this by \(-\tfrac12\) gives the exchange energy of the spin channel. On a quadrature grid, \(w_{ij}\) has to carry the weights of both points in \(K\) and in this sum, so a numerator computed with the weight of point \(j\) alone is first multiplied by the weight of its own point \(i\). With this convention, a program that computes both the numerators and \(K\) from the same sites and the same \(w_{ij}\) can use the equality as a consistency check. Neither of these two formulas requires \(P\) to be Hermitian.

## Squaring an entry where the exchange product is meant

With real orbitals one readily writes \(G_{ij}^2\) for \(G_{ij}G_{ji}\). The two agree when \(P\) is symmetric, but a coefficient matrix that has lost its symmetry, for instance through a programming error, can separate them. Take two sites, \(X=1\), all \(w_{ij}=1\), and

\[
P=\begin{pmatrix}0&1\\0&0\end{pmatrix}.
\]

Then \(G=P\). At the first site the exchange product gives \(G_{11}^2+G_{12}G_{21}=0\). The integrals are \(A^1_{mn}=\delta_{mn}\) and the row \((XP)_1\) is \((0,1)\), so their contraction gives \(1\), which is the sum of the squares \(G_{1j}^2\). The theorem `hermiticity_needed` records both values; Lean numbers the first site `0`.

## The complete Lean file

```lean
import Mathlib

open Matrix

namespace SlaterNumeratorIntegrals

noncomputable section

variable {𝕜 ι κ : Type*} [RCLike 𝕜] [Fintype ι] [Fintype κ]

/-- The one-particle density matrix on the sites, `G = X P X†`, from the basis values `X`
and the coefficient matrix `P`. -/
def densityMatrix (X : Matrix ι κ 𝕜) (P : Matrix κ κ 𝕜) : Matrix ι ι 𝕜 :=
  X * P * Xᴴ

/-- The electrostatic integral `A^i_mn`: the potential at site `i` of the product of the
basis functions `m` (conjugated) and `n`, for the interaction `w`. -/
def potentialIntegral (w : ι → ι → ℝ) (X : Matrix ι κ 𝕜) (i : ι) (m n : κ) : 𝕜 :=
  ∑ j, (w i j : 𝕜) * star (X j m) * X j n

/-- The Slater numerator at site `i`: the exchange product `G_ij G_ji` summed over `j` with
the interaction as weight. -/
def slaterNumerator (w : ι → ι → ℝ) (G : Matrix ι ι 𝕜) (i : ι) : 𝕜 :=
  ∑ j, (w i j : 𝕜) * (G i j * G j i)

/-- The matrix elements, between basis functions `m` and `n`, of the exchange kernel
`w_ij G_ij` (without the conventional minus sign). -/
def exchangeMatrix (w : ι → ι → ℝ) (X : Matrix ι κ 𝕜) (G : Matrix ι ι 𝕜) (m n : κ) : 𝕜 :=
  ∑ i, ∑ j, star (X i m) * ((w i j : 𝕜) * G i j) * X j n

omit [Fintype ι] in
/-- The density matrix between two sites is the half-transformed row `(XP)_i` contracted with
the conjugated basis values at `j`. -/
theorem densityMatrix_apply (X : Matrix ι κ 𝕜) (P : Matrix κ κ 𝕜) (i j : ι) :
    densityMatrix X P i j = ∑ m, (X * P) i m * star (X j m) := by
  unfold densityMatrix
  exact Matrix.mul_apply

omit [Fintype ι] in
/-- For a Hermitian coefficient matrix, exchanging the two sites conjugates the density
matrix. -/
theorem densityMatrix_swap (X : Matrix ι κ 𝕜) {P : Matrix κ κ 𝕜} (hP : P.IsHermitian)
    (i j : ι) : densityMatrix X P j i = star (densityMatrix X P i j) := by
  have h : (densityMatrix X P)ᴴ = densityMatrix X P := by
    simp [densityMatrix, Matrix.conjTranspose_mul, hP.eq, Matrix.mul_assoc]
  exact (congrFun (congrFun h j) i).symm

omit [Fintype κ] in
/-- The electrostatic integrals at each site form a Hermitian matrix in the basis indices. -/
theorem potentialIntegral_star (w : ι → ι → ℝ) (X : Matrix ι κ 𝕜) (i : ι) (m n : κ) :
    star (potentialIntegral w X i m n) = potentialIntegral w X i n m := by
  unfold potentialIntegral
  rw [star_sum]
  refine Finset.sum_congr rfl fun j _ => ?_
  have hw : star (w i j : 𝕜) = (w i j : 𝕜) := RCLike.conj_ofReal _
  rw [star_mul', star_mul', star_star, hw]
  ring

/-- Contracting the integrals at site `i` with coefficients `c` and their conjugates gives the
potential at `i` of the squared modulus of the function `∑ c_m conj(X_jm)`. -/
theorem potential_quadratic_form (w : ι → ι → ℝ) (X : Matrix ι κ 𝕜) (i : ι) (c : κ → 𝕜) :
    ∑ m, ∑ n, c m * potentialIntegral w X i m n * star (c n) =
      ∑ j, (w i j : 𝕜) *
        ((∑ m, c m * star (X j m)) * star (∑ m, c m * star (X j m))) := by
  -- expand the squared modulus at one site into basis pairs
  have h : ∀ j, (w i j : 𝕜) *
      ((∑ m, c m * star (X j m)) * star (∑ m, c m * star (X j m))) =
      ∑ m, ∑ n, c m * ((w i j : 𝕜) * star (X j m) * X j n) * star (c n) := by
    intro j
    rw [star_sum, Finset.sum_mul_sum, Finset.mul_sum]
    refine Finset.sum_congr rfl fun m _ => ?_
    rw [Finset.mul_sum]
    refine Finset.sum_congr rfl fun n _ => ?_
    rw [star_mul', star_star]
    ring
  symm
  refine (Finset.sum_congr rfl fun j _ => h j).trans ?_
  -- carry the sum over sites inside the sums over basis pairs
  refine Finset.sum_comm.trans ?_
  refine Finset.sum_congr rfl fun m _ => ?_
  refine Finset.sum_comm.trans ?_
  refine Finset.sum_congr rfl fun n _ => ?_
  simp only [potentialIntegral, Finset.mul_sum, Finset.sum_mul]

/-- For Hermitian `P`, the Slater numerator at site `i` is the contraction of the electrostatic
integrals at that site with the half-transformed row `(XP)_i` and its conjugate. -/
theorem slaterNumerator_eq_integrals (w : ι → ι → ℝ) (X : Matrix ι κ 𝕜) {P : Matrix κ κ 𝕜}
    (hP : P.IsHermitian) (i : ι) :
    slaterNumerator w (densityMatrix X P) i =
      ∑ m, ∑ n, (X * P) i m * potentialIntegral w X i m n * star ((X * P) i n) := by
  refine Eq.trans ?_ (potential_quadratic_form w X i (fun m => (X * P) i m)).symm
  unfold slaterNumerator
  refine Finset.sum_congr rfl fun j _ => ?_
  -- Hermiticity turns the exchange product into a squared modulus
  rw [densityMatrix_swap X hP i j, densityMatrix_apply]

/-- For real basis values and any real `P`, the weighted sum of `G_ij ^ 2` over `j` is the
contraction of the electrostatic integrals at site `i` with two copies of the row `(XP)_i`. -/
theorem real_sum_sq_eq_integrals (w : ι → ι → ℝ) (X : Matrix ι κ ℝ) (P : Matrix κ κ ℝ)
    (i : ι) :
    ∑ j, w i j * (X * P * Xᵀ) i j ^ 2 =
      ∑ m, ∑ n, (X * P) i m * (∑ j, w i j * X j m * X j n) * (X * P) i n := by
  have hG : ∀ j, (X * P * Xᵀ) i j = ∑ m, (X * P) i m * X j m := fun j => Matrix.mul_apply
  have h := potential_quadratic_form (𝕜 := ℝ) w X i (fun m => (X * P) i m)
  simp only [potentialIntegral, star_trivial, RCLike.ofReal_real_eq_id, id_eq] at h
  rw [h]
  refine Finset.sum_congr rfl fun j _ => ?_
  rw [hG, sq]

/-- A two-site case with a non-symmetric `P`: the Slater numerator at the first site is zero,
while the contraction of the integrals is one. -/
theorem hermiticity_needed :
    slaterNumerator (fun _ _ => 1)
        (densityMatrix (1 : Matrix (Fin 2) (Fin 2) ℝ) !![0, 1; 0, 0]) 0 = 0 ∧
      ∑ m, ∑ n, (1 * !![0, 1; 0, 0] : Matrix (Fin 2) (Fin 2) ℝ) 0 m *
        potentialIntegral (fun _ _ => 1) (1 : Matrix (Fin 2) (Fin 2) ℝ) 0 m n *
        star ((1 * !![0, 1; 0, 0] : Matrix (Fin 2) (Fin 2) ℝ) 0 n) = 1 := by
  constructor
  · simp [slaterNumerator, densityMatrix, Fin.sum_univ_two]
  · simp [potentialIntegral, Fin.sum_univ_two, Matrix.one_apply]

/-- The exchange matrix in the basis is obtained by contracting the electrostatic integrals at each
site `i` with the row `(XP)_i`, multiplying by `conj(X_im)` and summing over `i`. -/
theorem exchangeMatrix_eq_integrals (w : ι → ι → ℝ) (X : Matrix ι κ 𝕜) (P : Matrix κ κ 𝕜)
    (m n : κ) :
    exchangeMatrix w X (densityMatrix X P) m n =
      ∑ i, star (X i m) * ∑ l, (X * P) i l * potentialIntegral w X i l n := by
  unfold exchangeMatrix
  refine Finset.sum_congr rfl fun i _ => ?_
  simp only [potentialIntegral, densityMatrix_apply, Finset.mul_sum, Finset.sum_mul]
  refine Finset.sum_comm.trans ?_
  refine Finset.sum_congr rfl fun l _ => Finset.sum_congr rfl fun j _ => ?_
  ring

/-- The Slater numerators summed over all sites equal the contraction of the coefficient
matrix with the exchange matrix in the basis. -/
theorem sum_slaterNumerator (w : ι → ι → ℝ) (X : Matrix ι κ 𝕜) (P : Matrix κ κ 𝕜) :
    ∑ i, slaterNumerator w (densityMatrix X P) i =
      ∑ m, ∑ n, P n m * exchangeMatrix w X (densityMatrix X P) m n := by
  -- expand only the second factor of the exchange product in the basis
  have h : ∀ i j, (w i j : 𝕜) * (densityMatrix X P i j * densityMatrix X P j i) =
      ∑ m, ∑ n, P n m *
        (star (X i m) * ((w i j : 𝕜) * densityMatrix X P i j) * X j n) := by
    intro i j
    generalize densityMatrix X P i j = g
    rw [densityMatrix_apply X P j i]
    simp only [Matrix.mul_apply, Finset.sum_mul, Finset.mul_sum]
    refine Finset.sum_congr rfl fun m _ => Finset.sum_congr rfl fun n _ => ?_
    ring
  simp only [slaterNumerator, exchangeMatrix, h, Finset.mul_sum]
  -- reorder the sums over sites and basis functions
  refine (Finset.sum_congr rfl fun i _ => Finset.sum_comm).trans ?_
  refine Finset.sum_comm.trans ?_
  refine Finset.sum_congr rfl fun m _ => ?_
  refine (Finset.sum_congr rfl fun i _ => Finset.sum_comm).trans ?_
  exact Finset.sum_comm

end

end SlaterNumeratorIntegrals
```

```lean
#print axioms SlaterNumeratorIntegrals.slaterNumerator_eq_integrals
#print axioms SlaterNumeratorIntegrals.hermiticity_needed
#print axioms SlaterNumeratorIntegrals.exchangeMatrix_eq_integrals
#print axioms SlaterNumeratorIntegrals.sum_slaterNumerator
```

```
'SlaterNumeratorIntegrals.slaterNumerator_eq_integrals' depends on axioms: [propext, Classical.choice, Quot.sound]
'SlaterNumeratorIntegrals.hermiticity_needed' depends on axioms: [propext, Classical.choice, Quot.sound]
'SlaterNumeratorIntegrals.exchangeMatrix_eq_integrals' depends on axioms: [propext, Classical.choice, Quot.sound]
'SlaterNumeratorIntegrals.sum_slaterNumerator' depends on axioms: [propext, Classical.choice, Quot.sound]
```

## How the proof follows the algebra

**Expansion and Hermiticity.** The lemma `densityMatrix_apply` expands one site index. Lean reads `X * P * Xᴴ` as the product of `X * P` with `Xᴴ`, so the entry formula for a matrix product directly gives the half-transformed row contracted with conjugated basis values. In `densityMatrix_swap`, the conjugate transpose of the triple product is reversed and `hP.eq` replaces \(P^\dagger\) by \(P\). Reading off one entry of the resulting matrix equation gives \(G_{ji}=\overline{G_{ij}}\).

**Symmetry of the integrals.** The proof of `potentialIntegral_star` moves the conjugation inside the sum and compares the terms for each `j`. The auxiliary statement `hw` says that the real number \(w_{ij}\), regarded as an element of `𝕜`, is its own conjugate.

**The quadratic form.** Most of the work is in `potential_quadratic_form`, which is stated for arbitrary coefficients `c` and not only for a row of \(XP\). Its local statement `h` expands the squared modulus at one site into a double sum over basis pairs: `Finset.sum_mul_sum` multiplies out the two brackets, and `ring` puts the factors of each term in order. The sum over sites is then moved inward by two uses of `Finset.sum_comm`, one past `m` and one past `n`. What remains inside is the definition of \(A^i_{mn}\).

**The two versions of the main result.** For `slaterNumerator_eq_integrals`, the quadratic form is applied with \(c_m=(XP)_{im}\), which leaves an equality to be shown for each site `j`. Rewriting with `densityMatrix_swap` turns the exchange product into a squared modulus, and `densityMatrix_apply` expands it. This is the only place where the Hermiticity of \(P\) enters the main theorem. The real version applies the same quadratic form with `𝕜 := ℝ`, where the simplifier removes the conjugations, and `sq` turns the square into a product. It needs no exchange of the two sites.

**The exchange matrix and the trace.** In `exchangeMatrix_eq_integrals`, both sides are expanded at a fixed site `i` into sums over `j` and `l`. One interchange of these sums makes the terms match up to the order of their factors. In `sum_slaterNumerator`, the two factors of the exchange product are treated differently: \(G_{ji}\) is expanded, while \(G_{ij}\) stays whole because it appears that way in \(K\). The step `generalize densityMatrix X P i j = g` replaces it by a plain name before the expansion. The remaining lines move the two site sums inside the two basis sums, as in the derivation above.
